# An orthonormal basis with Se = e and Te = ±e for two commuting antiunitary maps of square one in finite dimension

**Q:** Which maps do you mean, with which inner product, and for what physical problem?

**A:** Take a spinless particle in a potential with a mirror plane. Time reversal is complex conjugation $K$ of the wave function, and the mirror reflection $R$ is a real unitary operator with $R^2=1$. We want orbitals that are real and also even or odd under $R$. Since $RK$ is a second conjugation, this is a question about two of them, $S=K$ and $T=RK$. Note the letters: textbooks often write $T$ for time reversal itself, which here is $S$, and $S$ is neither a spin nor an overlap matrix.

In general, let $V$ be a complex inner-product space with $\langle x,y\rangle$ linear in $y$ and conjugate-linear in $x$. A conjugate-linear map satisfies $T(x+y)=Tx+Ty$ and $T(cx)=\bar c\,Tx$. It is antiunitary if also $\langle Tx,Ty\rangle=\langle y,x\rangle$. We assume that $S$ and $T$ are antiunitary, that $S^2=T^2=1$, and that $ST=TS$. If $V$ has finite dimension $N$, it has an orthonormal basis in which every member $e$ satisfies $Se=e$ and either $Te=e$ or $Te=-e$.

```lean
import Mathlib

open Module
open scoped InnerProductSpace ComplexConjugate

namespace CommutingConjugations

variable {V : Type*} [NormedAddCommGroup V] [InnerProductSpace ℂ V]
```

**Q:** How does Lean know that a map is conjugate-linear? Your antiunitarity condition is only about inner products.

**A:** The type says it. `V →ₛₗ[starRingEnd ℂ] V` is the type of additive maps that pull a scalar out as its complex conjugate, and `⟪x, y⟫_ℂ` is the inner product with the convention above. `IsAntiunitary` then adds the reversal of inner products.

```lean
/-- Here a conjugate-linear map, not assumed surjective, is called antiunitary if it turns every
inner product into its complex conjugate: `⟨Tx, Ty⟩ = ⟨y, x⟩`. -/
def IsAntiunitary (T : V →ₛₗ[starRingEnd ℂ] V) : Prop :=
  ∀ x y, ⟪T x, T y⟫_ℂ = ⟪y, x⟫_ℂ
```

It doesn't ask for invertibility, but a map with square one is its own inverse.

**Q:** What does square one exclude?

**A:** The time reversal behind Kramers degeneracy. For an odd number of electrons with spin, it squares to $-1$. A time reversal with $S^2=1$ belongs to a spinless particle or, more generally, to integer total spin. The spatial orbitals of electrons are also covered if the Hamiltonian doesn't act on spin, because $S=K$ then conjugates the spatial function alone. That $T=RK$ also has square one follows from $R^2=1$ and the fact that $R$ is real.

**Q:** Then construct one basis vector for me. Where do you start?

**A:** From any $x\neq0$. First make it real with respect to $S$:

- If $x+Sx\neq0$, put $y=x+Sx$. Then $Sy=Sx+S^2x=y$.
- If $x+Sx=0$, then $Sx=-x$. Put $y=ix$, so that $Sy=-i\,Sx=ix=y$.

Next, give it a sign under $T$:

- If $y+Ty\neq0$, put $z=y+Ty$. Then $Tz=z$, and $Sz=Sy+STy=y+TSy=z$. This is where commutation enters.
- If $y+Ty=0$, put $z=y$. Then $Tz=-z$ and $Sz=z$.

Finally, $u=z/\|z\|$ is a unit vector. The factor is real, so conjugation leaves it alone and both relations survive.

**Q:** Adding $Sx$ and $Ty$ could spoil orthogonality to the basis vectors you already have.

**A:** It doesn't, because those vectors are adapted too. Let $Se=e$, $Te=\tau e$ with $\tau=\pm1$, and $\langle e,x\rangle=0$. Then
$$\langle e,Sx\rangle=\langle Se,Sx\rangle=\langle x,e\rangle=0,$$
so $\langle e,y\rangle=0$ in both cases. In the same way
$$\langle e,Ty\rangle=\tau\langle Te,Ty\rangle=\tau\langle y,e\rangle=0,$$
so $\langle e,z\rangle=0$ and $\langle e,u\rangle=0$.

The Lean lemma states exactly this: a unit vector $u$ exists with the two relations, and it is orthogonal to every adapted $e$ that is orthogonal to $x$. The two `by_cases` are the two pairs of alternatives above. `map_smulₛₗ` conjugates the scalar, and `hS e x` and `hT e y` supply the inner-product identities.

```lean
/-- Let `S` and `T` be commuting antiunitary maps with square one. From any nonzero `x` one
obtains a unit vector `u` with `S u = u` and `T u = ±u`, orthogonal to every vector `e` of the
same kind that is orthogonal to `x`. -/
theorem exists_adapted_unit_vector {S T : V →ₛₗ[starRingEnd ℂ] V}
    (hS : IsAntiunitary S) (hT : IsAntiunitary T)
    (hS2 : ∀ x, S (S x) = x) (hT2 : ∀ x, T (T x) = x)
    (hST : ∀ x, S (T x) = T (S x)) {x : V} (hx : x ≠ 0) :
    ∃ u : V, ‖u‖ = 1 ∧ S u = u ∧ (T u = u ∨ T u = -u) ∧
      ∀ e, S e = e → (T e = e ∨ T e = -e) → ⟪e, x⟫_ℂ = 0 → ⟪e, u⟫_ℂ = 0 := by
  -- a nonzero vector fixed by `S`
  have h1 : ∃ y : V, y ≠ 0 ∧ S y = y ∧
      ∀ e, S e = e → ⟪e, x⟫_ℂ = 0 → ⟪e, y⟫_ℂ = 0 := by
    by_cases h : x + S x = 0
    · refine ⟨Complex.I • x, smul_ne_zero Complex.I_ne_zero hx, ?_, ?_⟩
      · rw [map_smulₛₗ, eq_neg_of_add_eq_zero_right h]
        simp
      · intro e _ h0
        rw [inner_smul_right, h0, mul_zero]
    · refine ⟨x + S x, h, by rw [map_add, hS2, add_comm], fun e he h0 => ?_⟩
      have h3 := hS e x
      rw [he, inner_eq_zero_symm.mp h0] at h3
      rw [inner_add_right, h0, h3, add_zero]
  obtain ⟨y, hy, hSy, hyo⟩ := h1
  -- a nonzero vector fixed by `S` and multiplied by a sign by `T`
  have h2 : ∃ z : V, z ≠ 0 ∧ S z = z ∧ (T z = z ∨ T z = -z) ∧
      ∀ e, S e = e → (T e = e ∨ T e = -e) → ⟪e, x⟫_ℂ = 0 → ⟪e, z⟫_ℂ = 0 := by
    by_cases h : y + T y = 0
    · exact ⟨y, hy, hSy, Or.inr (eq_neg_of_add_eq_zero_right h),
        fun e he _ h0 => hyo e he h0⟩
    · refine ⟨y + T y, h, by rw [map_add, hST, hSy],
        Or.inl (by rw [map_add, hT2, add_comm]), fun e he hTe h0 => ?_⟩
      have h4 := hyo e he h0
      have h3 := hT e y
      rw [inner_eq_zero_symm.mp h4] at h3
      have h5 : ⟪e, T y⟫_ℂ = 0 := by
        rcases hTe with h' | h'
        · rwa [h'] at h3
        · rwa [h', inner_neg_left, neg_eq_zero] at h3
      rw [inner_add_right, h4, h5, add_zero]
  obtain ⟨z, hz, hSz, hTz, hzo⟩ := h2
  -- normalisation by a real factor
  refine ⟨((‖z‖⁻¹ : ℝ) : ℂ) • z, ?_, ?_, ?_, fun e he hTe h0 => ?_⟩
  · rw [norm_smul, Complex.norm_real, norm_inv, norm_norm,
      inv_mul_cancel₀ (norm_ne_zero_iff.mpr hz)]
  · rw [map_smulₛₗ, Complex.conj_ofReal, hSz]
  · rw [map_smulₛₗ, Complex.conj_ofReal]
    rcases hTz with h | h
    · exact Or.inl (by rw [h])
    · exact Or.inr (by rw [h, smul_neg])
  · rw [inner_smul_right, hzo e he hTe h0, mul_zero]
```

**Q:** One vector is not a basis.

**A:** Suppose we have $n<N$ orthonormal adapted vectors $v_0,\dots,v_{n-1}$. They can't span $V$, so there is a nonzero $x$ orthogonal to all of them. The construction turns $x$ into an adapted unit vector $u$, still orthogonal to all of them. The list $u,v_0,\dots,v_{n-1}$ is then orthonormal, adapted and one longer. Starting from the empty list, we reach every length up to $N$.

Lean does the same induction on `n`. The bound `finrank_range_le_card` shows that the span is too small, so its orthogonal complement contains a nonzero `x`. `Fin.cons` puts the new vector at index 0, and the case distinctions on indices check norms, orthogonality and the two relations.

```lean
/-- For commuting antiunitary maps `S`, `T` with square one, there are orthonormal families of
every length up to the dimension whose members satisfy `S e = e` and `T e = ±e`. -/
theorem exists_adapted_family [FiniteDimensional ℂ V] {S T : V →ₛₗ[starRingEnd ℂ] V}
    (hS : IsAntiunitary S) (hT : IsAntiunitary T)
    (hS2 : ∀ x, S (S x) = x) (hT2 : ∀ x, T (T x) = x)
    (hST : ∀ x, S (T x) = T (S x)) (n : ℕ) (hn : n ≤ finrank ℂ V) :
    ∃ v : Fin n → V, Orthonormal ℂ v ∧
      ∀ i, S (v i) = v i ∧ (T (v i) = v i ∨ T (v i) = -v i) := by
  induction n with
  | zero => exact ⟨fun i => i.elim0, ⟨fun i => i.elim0, fun i => i.elim0⟩, fun i => i.elim0⟩
  | succ n ih =>
    obtain ⟨v, hv, hg⟩ := ih (by omega)
    -- `n` vectors do not span, so some nonzero `x` is orthogonal to all of them
    have hW : Submodule.span ℂ (Set.range v) ≠ ⊤ := by
      intro h
      have h1 : finrank ℂ (Submodule.span ℂ (Set.range v)) ≤ Fintype.card (Fin n) :=
        finrank_range_le_card v
      rw [h, finrank_top, Fintype.card_fin] at h1
      omega
    obtain ⟨x, hxW, hx⟩ := Submodule.exists_mem_ne_zero_of_ne_bot
      (fun h => hW (Submodule.orthogonal_eq_bot_iff.mp h))
    obtain ⟨u, hu, hSu, hTu, huo⟩ := exists_adapted_unit_vector hS hT hS2 hT2 hST hx
    have hmem : ∀ i, v i ∈ Submodule.span ℂ (Set.range v) := fun i =>
      Submodule.subset_span (Set.mem_range_self i)
    have huv : ∀ i, ⟪v i, u⟫_ℂ = 0 := fun i => huo _ (hg i).1 (hg i).2
      (Submodule.inner_right_of_mem_orthogonal (hmem i) hxW)
    refine ⟨Fin.cons (α := fun _ => V) u v, ⟨?_, ?_⟩, ?_⟩
    · intro i
      induction i using Fin.cases with
      | zero => exact hu
      | succ k => exact hv.1 k
    · intro i j hij
      induction i using Fin.cases with
      | zero =>
        induction j using Fin.cases with
        | zero => exact absurd rfl hij
        | succ k => exact inner_eq_zero_symm.mp (huv k)
      | succ l =>
        induction j using Fin.cases with
        | zero => exact huv l
        | succ k => exact hv.2 (fun h => hij (congrArg Fin.succ h))
    · intro i
      induction i using Fin.cases with
      | zero => exact ⟨hSu, hTu⟩
      | succ k => exact hg k
```

At length $N$ the family is linearly independent and has as many members as the dimension, so it spans. That is all that remains for the main theorem:

```lean
/-- Two commuting antiunitary maps `S`, `T` with `S² = T² = 1` on a finite-dimensional complex
inner-product space have an orthonormal basis with `S e = e` and `T e = ±e` for each member. -/
theorem exists_adapted_basis [FiniteDimensional ℂ V] {S T : V →ₛₗ[starRingEnd ℂ] V}
    (hS : IsAntiunitary S) (hT : IsAntiunitary T)
    (hS2 : ∀ x, S (S x) = x) (hT2 : ∀ x, T (T x) = x)
    (hST : ∀ x, S (T x) = T (S x)) :
    ∃ b : OrthonormalBasis (Fin (finrank ℂ V)) ℂ V,
      ∀ i, S (b i) = b i ∧ (T (b i) = b i ∨ T (b i) = -b i) := by
  obtain ⟨v, hv, hg⟩ := exists_adapted_family hS hT hS2 hT2 hST _ le_rfl
  have hspan := hv.linearIndependent.span_eq_top_of_card_eq_finrank' (Fintype.card_fin _)
  refine ⟨OrthonormalBasis.mk hv hspan.ge, fun i => ?_⟩
  rw [OrthonormalBasis.coe_mk]
  exact hg i
```

**Q:** Read me that conclusion in words.

**A:** There is an `OrthonormalBasis` whose members are numbered by `Fin (finrank ℂ V)`, that is, from $0$ to $N-1$. For each index `i`, the map `S` fixes `b i`, and `T` either fixes it or reverses its sign. The sign may differ from one index to the next, and the theorem doesn't say how often each occurs. For $N=0$ the basis is empty and the claim holds trivially.

**Q:** Why tolerate the minus sign? With an antiunitary map I can absorb it in a phase.

**A:** For $T$ alone you can: if $Te=-e$, then $T(ie)=-i\,Te=ie$. But $S(ie)=-ie$, so the sign has only moved to the other map. The product $ST$ is linear and $STe=\pm e$, so the sign is an eigenvalue of $ST$, which no phase can change. In the mirror example $ST=KRK=R$, and the sign is the parity of the orbital under the reflection.

**Q:** Are the assumptions on squares and commutation really needed, or just convenient?

**A:** They follow from the conclusion. Let $b_i$ be an orthonormal basis with $Sb_i=b_i$ and $Tb_i=\tau_ib_i$, $\tau_i=\pm1$, and write $x=\sum_i c_ib_i$. Conjugate-linearity gives
$$Sx=\sum_i\bar c_i\,b_i,\qquad Tx=\sum_i\tau_i\bar c_i\,b_i.$$
Applying each map twice returns $x$, since $\tau_i^2=1$, and $STx=\sum_i\tau_ic_ib_i=TSx$. The Lean proof expands `x` with `b.sum_repr'` and compares the sums term by term. Antiunitarity is not assumed here.

```lean
/-- Converse: if conjugate-linear maps `S`, `T` satisfy `S e = e` and `T e = ±e` on an
orthonormal basis, then `S² = T² = 1` and `S` commutes with `T`. -/
theorem commute_of_adapted_basis {ι : Type*} [Fintype ι] {S T : V →ₛₗ[starRingEnd ℂ] V}
    (b : OrthonormalBasis ι ℂ V) (hS : ∀ i, S (b i) = b i)
    (hT : ∀ i, T (b i) = b i ∨ T (b i) = -b i) :
    (∀ x, S (S x) = x) ∧ (∀ x, T (T x) = x) ∧ ∀ x, S (T x) = T (S x) := by
  have hTT : ∀ i, T (T (b i)) = b i := fun i => by
    rcases hT i with h | h <;> simp [h]
  have hST : ∀ i, S (T (b i)) = T (b i) := fun i => by
    rcases hT i with h | h <;> simp [h, hS]
  -- expand `x` in the basis and compare term by term
  refine ⟨fun x => ?_, fun x => ?_, fun x => ?_⟩ <;> rw [← b.sum_repr' x]
  · simp only [map_sum, map_smulₛₗ, hS, Complex.conj_conj]
  · simp only [map_sum, map_smulₛₗ, hTT, Complex.conj_conj]
  · simp only [map_sum, map_smulₛₗ, hST, hS]
```

**Q:** Suppose I have such a basis. What does it do for a Hamiltonian?

**A:** It separates the two signs, provided that the operator respects $ST$. Let $A$ be linear with $A\,ST=ST\,A$, and let $Se=e$, $Te=e$, $Sf=f$, $Tf=-f$. Two reversals of the inner product cancel, so
$$\langle e,Af\rangle=\langle STe,STAf\rangle=\langle e,A\,STf\rangle=-\langle e,Af\rangle,$$
and the matrix element vanishes. In Lean, `h` becomes this equation between the number and its negative, and `linear_combination` solves it.

```lean
/-- Selection rule: a linear operator `A` that commutes with the product `ST` of two antiunitary
maps has matrix element `⟨e, A f⟩ = 0` for `S`-fixed vectors `e`, `f` with `T e = e` and `T f = -f`.
-/
theorem matrix_element_eq_zero {S T : V →ₛₗ[starRingEnd ℂ] V}
    (hS : IsAntiunitary S) (hT : IsAntiunitary T) (A : V →ₗ[ℂ] V)
    (hA : ∀ x, A (S (T x)) = S (T (A x))) {e f : V}
    (hSe : S e = e) (hSf : S f = f) (hTe : T e = e) (hTf : T f = -f) :
    ⟪e, A f⟫_ℂ = 0 := by
  -- `ST` preserves inner products, but changes the sign of this one
  have h := hS (T e) (T (A f))
  rw [hT (A f) e, ← hA, hTe, hSe, hTf, map_neg, hSf, map_neg, inner_neg_right] at h
  linear_combination (-1 / 2 : ℂ) * h
```

**Q:** That is only one of the two off-diagonal blocks, and you never said that $A$ is Hermitian.

**A:** Hermiticity isn't needed. Replace $T$ by $-T$, which is also antiunitary. The operator $A$ still commutes with the product, while $e$ and $f$ exchange roles, so the theorem gives $\langle f,Ae\rangle=0$ as well. In an adapted basis sorted by sign, the matrix of $A$ is therefore block diagonal, with one block for each sign that occurs.

**Q:** Show me two different maps that meet all your conditions. With $S=T$ the theorem would be dull.

**A:** Take $\mathbb C^2$ with components $x_0,x_1$, and let
$$S(x_0,x_1)=(\bar x_0,\bar x_1),\qquad T(x_0,x_1)=(\bar x_1,\bar x_0).$$
Lean builds both from one definition, which permutes the components by `σ` and conjugates them.

```lean
/-- The map of `ℂ²` that permutes the two components by `σ` and conjugates them. -/
noncomputable def permConj (σ : Equiv.Perm (Fin 2)) :
    EuclideanSpace ℂ (Fin 2) →ₛₗ[starRingEnd ℂ] EuclideanSpace ℂ (Fin 2) where
  toFun x := WithLp.toLp 2 (fun i => conj (x (σ i)))
  map_add' x y := by ext i; simp
  map_smul' c x := by ext i; simp
```

Both maps have square one, and both $ST$ and $TS$ are the plain exchange of components. For antiunitarity,
$$\langle Tx,Ty\rangle=x_1\bar y_1+x_0\bar y_0=\langle y,x\rangle,$$
and the computation for $S$ is the same with the terms in the other order. The maps differ because $S(1,0)=(1,0)$ and $T(1,0)=(0,1)$. Lean verifies the squares, $ST=TS$ and antiunitarity by components, and uses the vector $(1,0)$ to show $S\neq T$.

```lean
/-- On `ℂ²`, componentwise conjugation and conjugation with exchange of the two components are
distinct commuting antiunitary maps with square one. -/
theorem permConj_witness :
    let S := permConj (Equiv.refl _)
    let T := permConj (Equiv.swap 0 1)
    IsAntiunitary S ∧ IsAntiunitary T ∧ (∀ x, S (S x) = x) ∧ (∀ x, T (T x) = x) ∧
      (∀ x, S (T x) = T (S x)) ∧ S ≠ T := by
  refine ⟨fun x y => ?_, fun x y => ?_, fun x => ?_, fun x => ?_, fun x => ?_, fun h => ?_⟩
  · simp [permConj, PiLp.inner_apply, Fin.sum_univ_two]
    ring
  · simp [permConj, PiLp.inner_apply, Fin.sum_univ_two]
    ring
  · ext i; simp [permConj]
  · ext i; fin_cases i <;> simp [permConj]
  · ext i; simp [permConj]
  · have h1 := congrArg (fun f => (f (!₂[1, 0] : EuclideanSpace ℂ (Fin 2))) 0) h
    simp [permConj] at h1

end CommutingConjugations
```

```lean
#print axioms CommutingConjugations.exists_adapted_basis
#print axioms CommutingConjugations.commute_of_adapted_basis
#print axioms CommutingConjugations.matrix_element_eq_zero
```

```
'CommutingConjugations.exists_adapted_basis' depends on axioms: [propext, Classical.choice, Quot.sound]
'CommutingConjugations.commute_of_adapted_basis' depends on axioms: [propext, Classical.choice, Quot.sound]
'CommutingConjugations.matrix_element_eq_zero' depends on axioms: [propext, Classical.choice, Quot.sound]
```

**Q:** Where would I meet this in an actual calculation?

**A:** In the spin-free one-electron problem of a homonuclear diatomic molecule with two real orthonormal orbitals, one on each atom, exchanged by the mirror reflection. The coefficient vectors live in $\mathbb C^2$, with $S$ and $T$ as above.

Start from $x=(1,0)$. Then $y=x+Sx=(2,0)$ and $z=y+Ty=(2,2)$, which normalises to $u=(1,1)/\sqrt2$ with $Tu=u$. The vector $x=(1,-1)$ is orthogonal to it. Now $y=(2,-2)$ and $y+Ty=0$, so $z=y$, and normalisation gives $w=(1,-1)/\sqrt2$ with $Tw=-w$.

A Hermitian Hamiltonian that commutes with the exchange has the form
$$H=\begin{pmatrix}\alpha&\beta\\ \beta&\alpha\end{pmatrix},\qquad \alpha,\beta\in\mathbb R.$$
In the new basis it is diagonal with entries $\alpha+\beta$ and $\alpha-\beta$. For $\beta<0$ these are the bonding and antibonding levels. With more orbitals per atom, the same construction gives real even and odd combinations, and the even and odd blocks are diagonalised separately.

**Q:** And what must I still supply before I apply the theorem to a real molecule?

**A:** A finite-dimensional orbital space that both conjugations map into itself. The theorem starts with $S$ and $T$ already acting on $V$, whereas the wave functions of the molecule form an infinite-dimensional space. If your basis functions are real but the mirror image of one of them lies outside their span, $T$ leads out of the span and the theorem doesn't apply. For electronic structure, then, the result supports real, parity-adapted orbitals in a finite, symmetry-closed basis with both conjugations squaring to one.
